# An orthogonal density fit never raises the Coulomb self-repulsion exactly when it commutes with the interaction

A density fit replaces a density by a projection of it onto the span of a set of auxiliary functions. Here a density is any complex coefficient vector $\rho$ in a finite basis of density functions, not only one that represents a product of two orbitals. The basis is orthonormal in the overlap metric, so that an orthogonal projection is a matrix $P$ with $P^2=P=P^\dagger$.

The Coulomb matrix $v$ is assumed Hermitian and positive semidefinite: no density has negative self-repulsion. Positive definite matrices are included. Write

$$E(\rho)=\operatorname{Re}\,\rho^\dagger v\rho ,$$

without the factor $\tfrac12$ of the classical electrostatic energy. For Hermitian $v$ the number $\rho^\dagger v\rho$ is already real. The claim is that $E(P\rho)\le E(\rho)$ for all $\rho$ if and only if $Pv=vP$.

When $\rho$ represents the product $\phi_i^*\phi_j$ of two orbitals, $E(\rho)$ is their exchange integral. When $P$ and $v$ do not commute, a fit in the overlap metric overestimates the self-repulsion of some coefficient vector, but the criterion does not say whether any orbital product is affected.

## Fits, residuals and their Coulomb coupling

Let $P$ be any matrix with $P^2=P$, orthogonal or oblique. Since $v$ is Hermitian, the two cross terms in the self-repulsion of a sum are complex conjugates, and

$$E(x+y)=E(x)+E(y)+2\operatorname{Re}\,x^\dagger v y .$$

The mutual repulsion of a fit $Px$ and a residual $(1-P)y$ is

$$(Px)^\dagger v(1-P)y=x^\dagger K y,\qquad K=P^\dagger v(1-P).$$

Suppose $K=0$. Splitting $\rho=P\rho+(1-P)\rho$ gives

$$E(\rho)=E(P\rho)+E((1-P)\rho)\ge E(P\rho).$$

Suppose instead that $K\ne0$. Choose $y$ with $w=Ky\neq0$, put $r=(1-P)y$, and take $\rho_s=sPw+r$ with $s$ real. Because $P(1-P)=0$, the fit of $\rho_s$ is $sPw$, and

$$E(\rho_s)-E(P\rho_s)=E(r)+2s\,w^\dagger w .$$

With $s=-(E(r)+1)/(2w^\dagger w)$ the difference is $-1$, so the fit overestimates the self-repulsion of this density.

It remains to rewrite $K=0$, which says $P^\dagger v=P^\dagger vP$. The right side is Hermitian, so taking adjoints gives $vP=P^\dagger vP$, and hence $P^\dagger v=vP$. Conversely, $P^\dagger v=vP$ gives $K=vP(1-P)=0$. This condition says that $P$ is self-adjoint in the Coulomb metric. When $P^\dagger=P$ it becomes $Pv=vP$.

## Two density functions with mutual repulsion $c$

Number the components 0 and 1, and take

$$v=\begin{pmatrix}1&c\\c&1\end{pmatrix},\qquad P=\begin{pmatrix}1&0\\0&0\end{pmatrix},\qquad \rho=\begin{pmatrix}1\\-c\end{pmatrix},$$

with $c$ real. Then $v\rho=(1-c^2,0)^T$, so $E(\rho)=1-c^2$, while $P\rho=(1,0)^T$ has $E(P\rho)=1$. The fit overestimates whenever $c\neq0$. For $c^2<1$ the matrix is positive definite, because

$$x^\dagger vx=|x_0+cx_1|^2+(1-c^2)|x_1|^2 .$$

The oblique fit $Q=\begin{pmatrix}1&c\\0&0\end{pmatrix}$ uses the same auxiliary function, but satisfies

$$Q^\dagger v=\begin{pmatrix}1&c\\c&c^2\end{pmatrix}=vQ .$$

It sends $\rho$ to $(1-c^2,0)^T$, with self-repulsion $(1-c^2)^2\le 1-c^2$ for $c^2<1$.

## Restricting the bound to orbital products

The quantifier could instead run over a prescribed set of orbital products. Commutation would still be sufficient, since the argument for $K=0$ treats each density separately. The argument for necessity would need $\rho_s$ to belong to the set, and a set of products need not be closed under linear combinations. The bound could then hold for all listed products without commutation.

## Self-repulsion and coupling as matrix expressions

The finite type `n` labels the density functions, and a density is a function `n → ℂ`.

```lean
import Mathlib

open Matrix
open scoped ComplexOrder

namespace PairDensityFitting

noncomputable section

variable {n : Type*} [Fintype n]
```

In the definition of $E$, `star ρ` conjugates the coefficients, `*ᵥ` applies a matrix to a vector and `⬝ᵥ` is the dot product without conjugation.

```lean
/-- The Coulomb self-repulsion of a density `ρ` with interaction matrix `v`: the real part of
`ρ† v ρ`. -/
def repulsion (v : Matrix n n ℂ) (ρ : n → ℂ) : ℝ := (star ρ ⬝ᵥ (v *ᵥ ρ)).re
```

The matrix $K$ is `coupling v P`, with `Pᴴ` for $P^\dagger$.

```lean
/-- The Coulomb coupling `P† v (1 - P)` between fitted densities and fitting residuals. -/
def coupling [DecidableEq n] (v P : Matrix n n ℂ) : Matrix n n ℂ := Pᴴ * v * (1 - P)
```

The expansion of $E(x+y)$ comes first. Hermiticity enters in step `e`, which shows that the two cross terms are complex conjugates, and `h` concludes that their real parts are equal.

```lean
/-- For a Hermitian interaction, the self-repulsion of a sum of two densities is the sum of their
self-repulsions plus twice the real part of their mutual repulsion. -/
theorem repulsion_add {v : Matrix n n ℂ} (hv : v.IsHermitian) (x y : n → ℂ) :
    repulsion v (x + y) =
      repulsion v x + repulsion v y + 2 * (star x ⬝ᵥ (v *ᵥ y)).re := by
  -- the two cross terms are complex conjugates of each other
  have e := Matrix.star_dotProduct y (v *ᵥ x)
  rw [Matrix.star_mulVec, hv.eq, ← Matrix.dotProduct_mulVec] at e
  have h : (star y ⬝ᵥ (v *ᵥ x)).re = (star x ⬝ᵥ (v *ᵥ y)).re := by
    rw [e]
    exact Complex.conj_re _
  unfold repulsion
  simp only [Matrix.mulVec_add, star_add, add_dotProduct, dotProduct_add, Complex.add_re]
  linarith
```

The next identity moves $P$ from the left vector into the matrix, giving $x^\dagger Ky$.

```lean
variable [DecidableEq n]

/-- The mutual repulsion of the fit of `x` and the fitting residual of `y` is the matrix element
of the coupling between `x` and `y`. -/
theorem fit_residual_repulsion (v P : Matrix n n ℂ) (x y : n → ℂ) :
    star (P *ᵥ x) ⬝ᵥ (v *ᵥ ((1 - P) *ᵥ y)) = star x ⬝ᵥ (coupling v P *ᵥ y) := by
  rw [Matrix.star_mulVec, ← Matrix.dotProduct_mulVec]
  simp only [coupling, Matrix.mulVec_mulVec, Matrix.mul_assoc]
```

## The bound is equivalent to vanishing coupling

The hypothesis `hv : v.PosSemidef` contains both Hermiticity and non-negativity, and `hP` is idempotence. Orthogonality is not assumed.

In the forward direction, `key` proves $Ky=0$ for every $y$ by contradiction. `hN` gives $w^\dagger w>0$, `hs` fixes $s$, and `hfit` computes the fit of $\rho_s$. The assumed bound, expanded in `hb`, then reads $0\le-1$ after cancellation, and `linarith` closes the case. Applying `key` to unit vectors shows that each entry of $K$ is zero. This direction uses only the Hermiticity of $v$.

In the reverse direction, `hsplit` separates fit and residual, `hadd` removes the cross term, and `hpos` supplies the non-negative energy of the residual.

```lean
/-- For a positive semidefinite interaction and an idempotent fit `P`, fitting never raises the
self-repulsion of any density if and only if fits and residuals are Coulomb-decoupled. -/
theorem never_overestimates_iff_decoupled {v P : Matrix n n ℂ} (hv : v.PosSemidef)
    (hP : P * P = P) :
    (∀ ρ, repulsion v (P *ᵥ ρ) ≤ repulsion v ρ) ↔ coupling v P = 0 := by
  constructor
  · intro h
    have key : ∀ y, coupling v P *ᵥ y = 0 := by
      intro y
      by_contra hw
      obtain ⟨w, hwdef⟩ : ∃ w, w = coupling v P *ᵥ y := ⟨_, rfl⟩
      rw [← hwdef] at hw
      have hN : 0 < (star w ⬝ᵥ w).re := by
        have hs : (star w ⬝ᵥ w).re = ∑ i, Complex.normSq (w i) := by
          simp [dotProduct, Complex.normSq_apply]
        rw [hs]
        obtain ⟨i, hi⟩ := Function.ne_iff.mp hw
        exact Finset.sum_pos' (fun i _ => Complex.normSq_nonneg _)
          ⟨i, Finset.mem_univ i, Complex.normSq_pos.mpr hi⟩
      -- a fitted density, scaled so that its attraction to the residual wins
      obtain ⟨s, hs⟩ : ∃ s : ℝ,
          2 * (s * (star w ⬝ᵥ w).re) = -(repulsion v ((1 - P) *ᵥ y) + 1) := by
        refine ⟨-(repulsion v ((1 - P) *ᵥ y) + 1) / (2 * (star w ⬝ᵥ w).re), ?_⟩
        have hN' := hN.ne'
        field_simp
      have hfit : P *ᵥ (P *ᵥ ((s : ℂ) • w) + (1 - P) *ᵥ y) = P *ᵥ ((s : ℂ) • w) := by
        have h0 : P * (1 - P) = 0 := by rw [mul_sub, mul_one, hP, sub_self]
        rw [Matrix.mulVec_add, Matrix.mulVec_mulVec, Matrix.mulVec_mulVec, hP, h0,
          Matrix.zero_mulVec, add_zero]
      have hcross : (star ((s : ℂ) • w) ⬝ᵥ w).re = s * (star w ⬝ᵥ w).re := by
        rw [star_smul, smul_dotProduct, smul_eq_mul, Complex.star_def, Complex.conj_ofReal,
          Complex.re_ofReal_mul]
      have hb := h (P *ᵥ ((s : ℂ) • w) + (1 - P) *ᵥ y)
      rw [hfit, repulsion_add hv.isHermitian, fit_residual_repulsion, ← hwdef, hcross] at hb
      linarith
    ext i j
    have hij := congrFun (key (Pi.single j 1)) i
    simpa using hij
  · intro h ρ
    -- without coupling, the residual only adds its own non-negative repulsion
    have hsplit : ρ = P *ᵥ ρ + (1 - P) *ᵥ ρ := by
      rw [← Matrix.add_mulVec, add_sub_cancel, Matrix.one_mulVec]
    have hadd := repulsion_add hv.isHermitian (P *ᵥ ρ) ((1 - P) *ᵥ ρ)
    rw [← hsplit, fit_residual_repulsion, h, Matrix.zero_mulVec, dotProduct_zero,
      Complex.zero_re] at hadd
    have hpos : 0 ≤ repulsion v ((1 - P) *ᵥ ρ) :=
      (Complex.le_def.mp (hv.dotProduct_mulVec_nonneg ((1 - P) *ᵥ ρ))).1
    linarith
```

## From decoupling to commutation

The adjoint argument appears as `h2`, which is combined with `h` to equate $P^\dagger v$ and $vP$.

```lean
/-- For a Hermitian interaction and an idempotent fit, fits and residuals are Coulomb-decoupled
if and only if the fit is self-adjoint in the Coulomb metric, `P† v = v P`. -/
theorem decoupled_iff {v P : Matrix n n ℂ} (hv : v.IsHermitian) (hP : P * P = P) :
    coupling v P = 0 ↔ Pᴴ * v = v * P := by
  unfold coupling
  constructor
  · intro h
    rw [mul_sub, mul_one, sub_eq_zero] at h
    -- the adjoint of `P† v = P† v P` has the same right-hand side
    have h2 := congrArg Matrix.conjTranspose h
    simp only [Matrix.conjTranspose_mul, Matrix.conjTranspose_conjTranspose, hv.eq] at h2
    exact h.trans ((mul_assoc _ _ _).trans h2.symm)
  · intro h
    rw [h, mul_sub, mul_one, mul_assoc, hP, sub_self]
```

Chaining the two equivalences gives the criterion for every idempotent fit.

```lean
/-- For a positive semidefinite interaction, an idempotent fit, orthogonal or oblique, never
overestimates the self-repulsion of any density if and only if `P† v = v P`. -/
theorem never_overestimates_iff {v P : Matrix n n ℂ} (hv : v.PosSemidef) (hP : P * P = P) :
    (∀ ρ, repulsion v (P *ᵥ ρ) ≤ repulsion v ρ) ↔ Pᴴ * v = v * P :=
  (never_overestimates_iff_decoupled hv hP).trans (decoupled_iff hv.isHermitian hP)
```

The hypothesis `hPh` adds $P^\dagger=P$, and rewriting with it turns the criterion into commutation.

```lean
/-- For a positive semidefinite interaction, an orthogonal projection onto an auxiliary space
never overestimates the self-repulsion of any density if and only if it commutes with the
interaction. -/
theorem orthogonal_never_overestimates_iff {v P : Matrix n n ℂ} (hv : v.PosSemidef)
    (hP : P * P = P) (hPh : P.IsHermitian) :
    (∀ ρ, repulsion v (P *ᵥ ρ) ≤ repulsion v ρ) ↔ P * v = v * P := by
  rw [never_overestimates_iff hv hP, hPh.eq]
```

## The two-function model in Lean

The index type is now `Fin 2`, and `c` is real.

```lean
/-- The interaction of two density functions with unit self-repulsion and mutual repulsion `c`. -/
def twoFunctionCoulomb (c : ℝ) : Matrix (Fin 2) (Fin 2) ℂ := !![1, (c : ℂ); (c : ℂ), 1]
```

For positive definiteness, `hform` is the completed square written in real and imaginary parts. If its value were not positive, both components of $x$ would vanish, contrary to `hx`.

```lean
/-- The two-function interaction is positive definite when `c² < 1`. -/
theorem twoFunctionCoulomb_posDef {c : ℝ} (hc : c ^ 2 < 1) : (twoFunctionCoulomb c).PosDef := by
  rw [Matrix.posDef_iff_dotProduct_mulVec]
  constructor
  · ext i j
    fin_cases i <;> fin_cases j <;> simp [twoFunctionCoulomb]
  · intro x hx
    -- complete the square in the first component
    have hform : star x ⬝ᵥ (twoFunctionCoulomb c *ᵥ x) =
        ((((x 0).re + c * (x 1).re) ^ 2 + ((x 0).im + c * (x 1).im) ^ 2
          + (1 - c ^ 2) * ((x 1).re ^ 2 + (x 1).im ^ 2) : ℝ) : ℂ) := by
      apply Complex.ext
      · rw [Complex.ofReal_re]
        simp [twoFunctionCoulomb, Matrix.mulVec, dotProduct, Fin.sum_univ_succ]
        ring
      · rw [Complex.ofReal_im]
        simp [twoFunctionCoulomb, Matrix.mulVec, dotProduct, Fin.sum_univ_succ]
        ring
    rw [hform]
    refine Complex.zero_lt_real.mpr ?_
    by_contra hneg
    have hle := not_lt.mp hneg
    have hd : 0 < 1 - c ^ 2 := by linarith
    have hA := sq_nonneg ((x 0).re + c * (x 1).re)
    have hB := sq_nonneg ((x 0).im + c * (x 1).im)
    have hp : (x 1).re = 0 := by
      by_contra hne
      have h1 : 0 < (1 - c ^ 2) * (x 1).re ^ 2 := by positivity
      have h2 : 0 ≤ (1 - c ^ 2) * (x 1).im ^ 2 := by positivity
      linarith
    have hq : (x 1).im = 0 := by
      by_contra hne
      have h1 : 0 < (1 - c ^ 2) * (x 1).im ^ 2 := by positivity
      have h2 : 0 ≤ (1 - c ^ 2) * (x 1).re ^ 2 := by positivity
      linarith
    rw [hp, hq] at hle
    have ha : (x 0).re = 0 := by nlinarith [sq_nonneg (x 0).re, sq_nonneg (x 0).im]
    have hb : (x 0).im = 0 := by nlinarith [sq_nonneg (x 0).re, sq_nonneg (x 0).im]
    apply hx
    ext i
    fin_cases i
    · exact Complex.ext ha hb
    · exact Complex.ext hp hq
```

The two energies are evaluated directly, for every real $c$.

```lean
/-- In the two-function model the density `(1, -c)` has self-repulsion `1 - c²`, while its
orthogonal projection onto the first function has self-repulsion `1`. -/
theorem overlap_fit_overestimates (c : ℝ) :
    repulsion (twoFunctionCoulomb c) ![1, -(c : ℂ)] = 1 - c ^ 2 ∧
    repulsion (twoFunctionCoulomb c)
      ((!![1, 0; 0, 0] : Matrix (Fin 2) (Fin 2) ℂ) *ᵥ ![1, -(c : ℂ)]) = 1 := by
  constructor <;>
    simp [repulsion, twoFunctionCoulomb, Matrix.mulVec, dotProduct, Fin.sum_univ_succ]
  ring
```

The last theorem verifies $Q^2=Q$ and $Q^\dagger v=vQ$ entry by entry. For $c^2<1$, these identities and `twoFunctionCoulomb_posDef` provide what `never_overestimates_iff` needs to give the bound for $Q$.

```lean
/-- In the two-function model the oblique fit `(a, b) ↦ (a + c b, 0)` onto the first function is
idempotent and self-adjoint in the Coulomb metric. -/
theorem never_overestimates_witness (c : ℝ) :
    (!![1, (c : ℂ); 0, 0] : Matrix (Fin 2) (Fin 2) ℂ) * !![1, (c : ℂ); 0, 0]
      = !![1, (c : ℂ); 0, 0] ∧
    (!![1, (c : ℂ); 0, 0] : Matrix (Fin 2) (Fin 2) ℂ)ᴴ * twoFunctionCoulomb c
      = twoFunctionCoulomb c * !![1, (c : ℂ); 0, 0] := by
  constructor <;> ext i j <;> fin_cases i <;> fin_cases j <;>
    simp [twoFunctionCoulomb, Matrix.mul_apply, Fin.sum_univ_succ]

end

end PairDensityFitting
```

```lean
#print axioms PairDensityFitting.orthogonal_never_overestimates_iff
#print axioms PairDensityFitting.twoFunctionCoulomb_posDef
#print axioms PairDensityFitting.overlap_fit_overestimates
```

```
'PairDensityFitting.orthogonal_never_overestimates_iff' depends on axioms: [propext, Classical.choice, Quot.sound]
'PairDensityFitting.twoFunctionCoulomb_posDef' depends on axioms: [propext, Classical.choice, Quot.sound]
'PairDensityFitting.overlap_fit_overestimates' depends on axioms: [propext, Classical.choice, Quot.sound]
```
